# The polygon through N points at equal phase steps on an elliptical orbit gives an oscillation frequency too low by about 2π²/(3N²), relative to the exact one

Sample an elliptical extremal orbit at 20 equally spaced phases, join the points by straight lines, and the enclosed area comes out about 1.6 % too small. The quantum-oscillation frequency, which is proportional to the area, is too small by the same fraction. If the sign and order of this error are unknown, a frequency shift caused by a change of sampling can be mistaken for an effect of doping or strain.

## The polygon area and its two-sided error bound

Let the orbit in wave-vector space have semi-axes \(a,b>0\) and area \(A=\pi ab\). Take the \(N\) points \((a\cos\theta_j,\,b\sin\theta_j)\) with \(\theta_j=2\pi j/N\), and let \(A_N\) be the shoelace area of the closed polygon through them. Then

\[
A_N=\frac{Nab}{2}\sin\frac{2\pi}{N}<A ,
\]

and the relative deficit \(\delta_N=(A-A_N)/A\) satisfies, for every \(N\ge 1\),

\[
\frac{2\pi^2}{3N^2}-\frac{2\pi^4}{15N^4}\;\le\;\delta_N\;\le\;\frac{2\pi^2}{3N^2}.
\]

Hence \(N^2\delta_N\to 2\pi^2/3\). The Richardson combination \((4A_{2N}-A_N)/3\) has relative error at most \(2\pi^4/(45N^4)\).

## Choosing N when extracting Onsager frequencies

A code that turns Fermi-surface cross-sections into de Haas–van Alphen frequencies can use the ellipse, the orbit of an anisotropic parabolic band, as a reference case with known discretization error. The closed form for \(A_N\) tests the area routine, including its closing edge, at any \(N\ge3\); for \(N=1\) and \(N=2\) every edge contributes zero, so a missing one goes unnoticed. For this orbit, sampled at the phases \(\theta_j\) (not at equal polar angles), a relative error below \(10^{-3}\) is guaranteed from \(N=82\) on. Combining the areas for 20 and 40 points brings the bound down to about \(3\cdot10^{-5}\).

## From one edge to the limit

**Exact area.** With \(x=a\cos t\) and \(y=b\sin t\), we have \(x\,y'-y\,x'=ab(\cos^2t+\sin^2t)=ab\). Half the integral over \([0,2\pi]\) is \(\pi ab\).

**Polygon area.** Write \(h=2\pi/N\). By the addition formulas, the edge from \(\theta_j\) to \(\theta_j+h\) contributes

\[
ab\,[\cos\theta_j\sin(\theta_j+h)-\cos(\theta_j+h)\sin\theta_j]
=ab\,(\cos^2\theta_j+\sin^2\theta_j)\sin h=ab\sin h .
\]

The closing edge does the same, since \(\theta_N=2\pi\) is the starting point again. Half the sum of \(N\) equal terms is \(A_N\). Since \(\sin h<h\) for \(h>0\), \(A_N<\tfrac12Nab\,h=\pi ab\).

**Sine bounds.** Start from \(\cos x\ge 1-x^2/2\) and integrate from 0 to \(x\ge0\) three times:

\[
\sin x\ge x-\frac{x^3}{6},\qquad
\cos x\le 1-\frac{x^2}{2}+\frac{x^4}{24},\qquad
\sin x\le x-\frac{x^3}{6}+\frac{x^5}{120}.
\]

**Deficit.** Since \(A_N/A=\sin h/h\), we have \(\delta_N=1-\sin h/h\), and dividing the sine bounds by \(h\) gives

\[
\frac{h^2}{6}-\frac{h^4}{120}\le\delta_N\le\frac{h^2}{6}.
\]

Inserting \(h=2\pi/N\) gives the stated bounds. Multiplied by \(N^2\), both sides tend to \(2\pi^2/3\), and so does \(N^2\delta_N\).

**Frequency.** The Onsager relation \(F=\hbar A/(2\pi q)\), with carrier charge \(q\), is linear in the area. Its prefactor cancels in the relative error, which is therefore \(\delta_N\).

**Richardson step.** Put \(u=2\pi^2/(3N^2)\) and \(v=2\pi^4/(15N^4)\). Then \(\delta_N\in[u-v,u]\) and \(4\delta_{2N}\in[u-v/4,u]\), so

\[
\left|\frac{4A_{2N}-A_N}{3}-A\right|=\frac{A}{3}\,|\delta_N-4\delta_{2N}|\le\frac{v}{3}A=\frac{2\pi^4}{45N^4}A .
\]

## The Lean file

```lean
import Mathlib

open Real Filter Topology

namespace ExtremalOrbit

noncomputable section

/-- The point at phase `t` on an elliptical orbit with semi-axes `a` and `b`. -/
def orbitPoint (a b t : ℝ) : ℝ × ℝ := (a * cos t, b * sin t)

/-- The `j`-th of `N` sampling points, equally spaced in phase, on the orbit (`N ≥ 1`). -/
def vertex (a b : ℝ) (N j : ℕ) : ℝ × ℝ := orbitPoint a b (2 * π * j / N)

/-- The signed shoelace area of the closed polygon with vertices `p 0, …, p (N - 1)`. -/
def shoelaceArea (p : ℕ → ℝ × ℝ) (N : ℕ) : ℝ :=
  (∑ j ∈ Finset.range N,
    ((p j).1 * (p ((j + 1) % N)).2 - (p ((j + 1) % N)).1 * (p j).2)) / 2

/-- The relative amount by which the polygon area falls short of `π a b`
(for nonzero `a` and `b`). -/
def relDeficit (a b : ℝ) (N : ℕ) : ℝ :=
  (π * a * b - shoelaceArea (vertex a b N) N) / (π * a * b)

/-- The Onsager relation: the oscillation frequency belonging to an extremal orbit of
area `A` in wave-vector space, for carriers of charge `q ≠ 0`. -/
def onsagerFrequency (hbar q A : ℝ) : ℝ := hbar * A / (2 * π * q)

/-- The line integral `½ ∮ (x dy - y dx)` along the elliptical orbit equals `π a b`. -/
theorem ellipse_area (a b : ℝ) :
    (∫ t in (0 : ℝ)..(2 * π),
      ((orbitPoint a b t).1 * deriv (fun s => (orbitPoint a b s).2) t
        - (orbitPoint a b t).2 * deriv (fun s => (orbitPoint a b s).1) t)) / 2
      = π * a * b := by
  have h : ∀ t : ℝ, (orbitPoint a b t).1 * deriv (fun s => (orbitPoint a b s).2) t
      - (orbitPoint a b t).2 * deriv (fun s => (orbitPoint a b s).1) t = a * b := by
    intro t
    have h1 : deriv (fun s => (orbitPoint a b s).2) t = b * cos t :=
      ((Real.hasDerivAt_sin t).const_mul b).deriv
    have h2 : deriv (fun s => (orbitPoint a b s).1) t = a * (-sin t) :=
      ((Real.hasDerivAt_cos t).const_mul a).deriv
    rw [h1, h2]
    simp only [orbitPoint]
    linear_combination a * b * Real.sin_sq_add_cos_sq t
  simp only [h, intervalIntegral.integral_const, smul_eq_mul]
  ring

/-- After `N ≥ 1` steps the sampling returns to its starting point. -/
theorem vertex_closed (a b : ℝ) {N : ℕ} (hN : 0 < N) :
    vertex a b N N = vertex a b N 0 := by
  have hN' : (N : ℝ) ≠ 0 := by positivity
  have h : 2 * π * (N : ℝ) / N = 2 * π := by field_simp
  simp [vertex, orbitPoint, h]

/-- The polygon through the `N` sampling points has shoelace area
`(N a b / 2) sin (2π / N)`. -/
theorem polygon_area (a b : ℝ) (N : ℕ) :
    shoelaceArea (vertex a b N) N = N * a * b / 2 * sin (2 * π / N) := by
  have h : ∀ j ∈ Finset.range N,
      (vertex a b N j).1 * (vertex a b N ((j + 1) % N)).2
        - (vertex a b N ((j + 1) % N)).1 * (vertex a b N j).2
      = a * b * sin (2 * π / N) := by
    intro j hj
    have hlt := Finset.mem_range.1 hj
    -- the closing edge has the same form as all the others
    have hm : vertex a b N ((j + 1) % N) = vertex a b N (j + 1) := by
      rcases Nat.lt_or_ge (j + 1) N with h | h
      · rw [Nat.mod_eq_of_lt h]
      · have e : j + 1 = N := by omega
        rw [e, Nat.mod_self, vertex_closed a b (by omega)]
    have ht : 2 * π * ((j + 1 : ℕ) : ℝ) / N = 2 * π * j / N + 2 * π / N := by
      push_cast
      ring
    rw [hm]
    simp only [vertex, orbitPoint]
    rw [ht, Real.cos_add, Real.sin_add]
    linear_combination a * b * sin (2 * π / N) * Real.sin_sq_add_cos_sq (2 * π * j / N)
  unfold shoelaceArea
  rw [Finset.sum_congr rfl h]
  simp only [Finset.sum_const, Finset.card_range, nsmul_eq_mul]
  ring

/-- For positive semi-axes and `N ≥ 1` the polygon area is strictly below `π a b`. -/
theorem polygon_area_lt {a b : ℝ} (ha : 0 < a) (hb : 0 < b) {N : ℕ} (hN : 0 < N) :
    shoelaceArea (vertex a b N) N < π * a * b := by
  have hN' : (0 : ℝ) < N := by exact_mod_cast hN
  rw [polygon_area]
  calc N * a * b / 2 * sin (2 * π / N) < N * a * b / 2 * (2 * π / N) :=
        mul_lt_mul_of_pos_left (Real.sin_lt (by positivity)) (by positivity)
    _ = π * a * b := by field_simp

/-- A differentiable function on `ℝ` that vanishes at zero and has nonnegative slope for `x ≥ 0` is
nonnegative there. -/
theorem nonneg_of_slope {f f' : ℝ → ℝ} (h0 : f 0 = 0)
    (hd : ∀ x, HasDerivAt f (f' x) x) (hf : ∀ x, 0 ≤ x → 0 ≤ f' x)
    {x : ℝ} (hx : 0 ≤ x) : 0 ≤ f x := by
  have hm : MonotoneOn f (Set.Ici 0) :=
    monotoneOn_of_deriv_nonneg (convex_Ici 0)
      (fun y _ => (hd y).continuousAt.continuousWithinAt)
      (fun y _ => (hd y).differentiableAt.differentiableWithinAt)
      (fun y hy => by
        rw [(hd y).deriv]
        exact hf y (interior_subset hy))
  have h := hm (Set.mem_Ici.2 le_rfl) (Set.mem_Ici.2 hx) hx
  rwa [h0] at h

/-- For `x ≥ 0` the sine lies between its Taylor polynomials of degree three and five. -/
theorem sin_bounds {x : ℝ} (hx : 0 ≤ x) :
    x - x ^ 3 / 6 ≤ sin x ∧ sin x ≤ x - x ^ 3 / 6 + x ^ 5 / 120 := by
  -- integrate the cosine inequality three times
  have h1 : ∀ y : ℝ, 0 ≤ y → y - y ^ 3 / 6 ≤ sin y := fun y hy =>
    sub_nonneg.1 (nonneg_of_slope (f := fun z => sin z - (z - z ^ 3 / 6))
      (f' := fun z => cos z - (1 - z ^ 2 / 2)) (by norm_num)
      (fun z => ((Real.hasDerivAt_sin z).fun_sub ((hasDerivAt_id' z).fun_sub
        ((hasDerivAt_pow 3 z).div_const 6))).congr_deriv
          (by simp only [Nat.cast_ofNat, Nat.reduceSub]; ring))
      (fun z _ => sub_nonneg.2 Real.one_sub_sq_div_two_le_cos) hy)
  have h2 : ∀ y : ℝ, 0 ≤ y → cos y ≤ 1 - y ^ 2 / 2 + y ^ 4 / 24 := fun y hy =>
    sub_nonneg.1 (nonneg_of_slope (f := fun z => 1 - z ^ 2 / 2 + z ^ 4 / 24 - cos z)
      (f' := fun z => sin z - (z - z ^ 3 / 6)) (by norm_num)
      (fun z => ((((hasDerivAt_const z (1 : ℝ)).fun_sub
        ((hasDerivAt_pow 2 z).div_const 2)).fun_add
        ((hasDerivAt_pow 4 z).div_const 24)).fun_sub (Real.hasDerivAt_cos z)).congr_deriv
          (by simp only [Nat.cast_ofNat, Nat.reduceSub]; ring))
      (fun z hz => sub_nonneg.2 (h1 z hz)) hy)
  refine ⟨h1 x hx, ?_⟩
  exact sub_nonneg.1 (nonneg_of_slope (f := fun z => z - z ^ 3 / 6 + z ^ 5 / 120 - sin z)
    (f' := fun z => 1 - z ^ 2 / 2 + z ^ 4 / 24 - cos z) (by norm_num)
    (fun z => ((((hasDerivAt_id' z).fun_sub
      ((hasDerivAt_pow 3 z).div_const 6)).fun_add
      ((hasDerivAt_pow 5 z).div_const 120)).fun_sub (Real.hasDerivAt_sin z)).congr_deriv
        (by simp only [Nat.cast_ofNat, Nat.reduceSub]; ring))
    (fun z hz => sub_nonneg.2 (h2 z hz)) hx)

/-- For positive semi-axes and every `N ≥ 1` the relative area deficit is at most
`2π²/(3N²)` and falls below this value by at most `2π⁴/(15N⁴)`. -/
theorem relDeficit_bounds {a b : ℝ} (ha : 0 < a) (hb : 0 < b) {N : ℕ} (hN : 0 < N) :
    2 * π ^ 2 / (3 * (N : ℝ) ^ 2) - 2 * π ^ 4 / (15 * (N : ℝ) ^ 4) ≤ relDeficit a b N ∧
      relDeficit a b N ≤ 2 * π ^ 2 / (3 * (N : ℝ) ^ 2) := by
  have hN' : (0 : ℝ) < N := by exact_mod_cast hN
  have hA : π * a * b ≠ 0 := by positivity
  have hx : 0 < 2 * π / (N : ℝ) := by positivity
  -- the deficit depends on the angular step only
  have hδ : relDeficit a b N = 1 - sin (2 * π / N) / (2 * π / N) := by
    unfold relDeficit
    rw [polygon_area]
    generalize sin (2 * π / (N : ℝ)) = s
    rw [sub_div, div_self hA]
    congr 1
    field_simp
  have e2 : 2 * π ^ 2 / (3 * (N : ℝ) ^ 2) = (2 * π / N) ^ 2 / 6 := by ring
  have e4 : 2 * π ^ 4 / (15 * (N : ℝ) ^ 4) = (2 * π / N) ^ 4 / 120 := by ring
  rw [hδ, e2, e4]
  generalize 2 * π / (N : ℝ) = x at hx
  obtain ⟨hl, hu⟩ := sin_bounds hx.le
  have h1 : 1 - x ^ 2 / 6 ≤ sin x / x := by
    rw [le_div_iff₀ hx]
    linarith [show (1 - x ^ 2 / 6) * x = x - x ^ 3 / 6 by ring]
  have h2 : sin x / x ≤ 1 - x ^ 2 / 6 + x ^ 4 / 120 := by
    rw [div_le_iff₀ hx]
    linarith [show (1 - x ^ 2 / 6 + x ^ 4 / 120) * x = x - x ^ 3 / 6 + x ^ 5 / 120 by ring]
  constructor <;> linarith

/-- For positive semi-axes, `N²` times the relative area deficit tends to `2π²/3`. -/
theorem relDeficit_limit {a b : ℝ} (ha : 0 < a) (hb : 0 < b) :
    Tendsto (fun N : ℕ => (N : ℝ) ^ 2 * relDeficit a b N) atTop (𝓝 (2 * π ^ 2 / 3)) := by
  have h0 : Tendsto (fun n : ℕ => 1 / (n : ℝ)) atTop (𝓝 0) :=
    tendsto_one_div_atTop_nhds_zero_nat
  have h := ((h0.pow 2).const_mul (2 * π ^ 4 / 15)).const_sub (2 * π ^ 2 / 3)
  have e : 2 * π ^ 2 / 3 - 2 * π ^ 4 / 15 * (0 : ℝ) ^ 2 = 2 * π ^ 2 / 3 := by ring
  rw [e] at h
  refine tendsto_of_tendsto_of_tendsto_of_le_of_le' h tendsto_const_nhds ?_ ?_
  all_goals
    filter_upwards [eventually_gt_atTop 0] with N hN
    have hN' : (0 : ℝ) < N := by exact_mod_cast hN
    obtain ⟨hl, hu⟩ := relDeficit_bounds ha hb hN
    have e2 : (N : ℝ) ^ 2 * (2 * π ^ 2 / (3 * (N : ℝ) ^ 2)) = 2 * π ^ 2 / 3 := by
      field_simp
    have e4 : (N : ℝ) ^ 2 * (2 * π ^ 4 / (15 * (N : ℝ) ^ 4))
        = 2 * π ^ 4 / 15 * (1 / (N : ℝ)) ^ 2 := by
      field_simp
    have hl' := mul_le_mul_of_nonneg_left hl (sq_nonneg (N : ℝ))
    have hu' := mul_le_mul_of_nonneg_left hu (sq_nonneg (N : ℝ))
    rw [mul_sub, e2, e4] at hl'
    rw [e2] at hu'
    assumption

/-- For positive semi-axes, `ħ` and charge, the frequency computed from the polygon with
`N ≥ 3` vertices lies below that of the elliptical orbit, and `N²` times its relative
error tends to `2π²/3`. -/
theorem frequency_convergence {a b hbar q : ℝ} (ha : 0 < a) (hb : 0 < b)
    (hh : 0 < hbar) (hq : 0 < q) :
    (∀ N : ℕ, 3 ≤ N → onsagerFrequency hbar q (shoelaceArea (vertex a b N) N)
      < onsagerFrequency hbar q (π * a * b)) ∧
    Tendsto (fun N : ℕ => (N : ℝ) ^ 2 *
      ((onsagerFrequency hbar q (π * a * b)
        - onsagerFrequency hbar q (shoelaceArea (vertex a b N) N))
        / onsagerFrequency hbar q (π * a * b))) atTop (𝓝 (2 * π ^ 2 / 3)) := by
  constructor
  · intro N hN
    exact div_lt_div_of_pos_right
      (mul_lt_mul_of_pos_left (polygon_area_lt ha hb (by omega)) hh) (by positivity)
  · -- the Onsager prefactor cancels in the relative error
    have hc : hbar / (2 * π * q) ≠ 0 := by positivity
    have hF : ∀ A : ℝ, onsagerFrequency hbar q A = hbar / (2 * π * q) * A := by
      intro A
      unfold onsagerFrequency
      ring
    refine (relDeficit_limit ha hb).congr fun N => ?_
    rw [hF, hF, ← mul_sub, mul_div_mul_left _ _ hc, relDeficit]

/-- For positive semi-axes and `N ≥ 1`, the Richardson combination of the areas with `N`
and `2N` vertices reproduces `π a b` up to a relative error of at most `2π⁴/(45N⁴)`. -/
theorem richardson_area {a b : ℝ} (ha : 0 < a) (hb : 0 < b) {N : ℕ} (hN : 0 < N) :
    |(4 * shoelaceArea (vertex a b (2 * N)) (2 * N) - shoelaceArea (vertex a b N) N) / 3
      - π * a * b| ≤ 2 * π ^ 4 / (45 * (N : ℝ) ^ 4) * (π * a * b) := by
  have hA : 0 < π * a * b := by positivity
  have hS : ∀ M : ℕ, shoelaceArea (vertex a b M) M
      = π * a * b - π * a * b * relDeficit a b M := by
    intro M
    rw [relDeficit, mul_div_cancel₀ _ hA.ne']
    ring
  obtain ⟨l1, u1⟩ := relDeficit_bounds ha hb hN
  obtain ⟨l2, u2⟩ := relDeficit_bounds ha hb (N := 2 * N) (by omega)
  have e2 : 2 * π ^ 2 / (3 * ((2 * N : ℕ) : ℝ) ^ 2)
      = 2 * π ^ 2 / (3 * (N : ℝ) ^ 2) / 4 := by
    push_cast
    ring
  have e4 : 2 * π ^ 4 / (15 * ((2 * N : ℕ) : ℝ) ^ 4)
      = 2 * π ^ 4 / (15 * (N : ℝ) ^ 4) / 16 := by
    push_cast
    ring
  have e5 : 2 * π ^ 4 / (45 * (N : ℝ) ^ 4) = 2 * π ^ 4 / (15 * (N : ℝ) ^ 4) / 3 := by ring
  rw [e2, e4] at l2
  rw [e2] at u2
  -- the second-order terms cancel
  have h : (4 * shoelaceArea (vertex a b (2 * N)) (2 * N)
      - shoelaceArea (vertex a b N) N) / 3 - π * a * b
      = (relDeficit a b N - 4 * relDeficit a b (2 * N)) / 3 * (π * a * b) := by
    rw [hS, hS]
    ring
  rw [h, abs_mul, abs_of_pos hA, e5]
  refine mul_le_mul_of_nonneg_right (abs_le.2 ⟨?_, ?_⟩) hA.le <;> linarith

end

end ExtremalOrbit
```

```lean
#print axioms ExtremalOrbit.ellipse_area
#print axioms ExtremalOrbit.frequency_convergence
#print axioms ExtremalOrbit.richardson_area
```

```
'ExtremalOrbit.ellipse_area' depends on axioms: [propext, Classical.choice, Quot.sound]
'ExtremalOrbit.frequency_convergence' depends on axioms: [propext, Classical.choice, Quot.sound]
'ExtremalOrbit.richardson_area' depends on axioms: [propext, Classical.choice, Quot.sound]
```

## Ideal samples on an ellipse, and a positive charge

`orbitPoint` is the parametrized orbit and `vertex` its \(j\)-th sample. `shoelaceArea` accepts any list of vertices, closes it through the index `(j + 1) % N`, and is signed: counterclockwise polygons count as positive. `relDeficit` is \(\delta_N\).

`frequency_convergence` says that for positive `a`, `b`, `hbar` and `q`, the polygon frequency is below the elliptical one for each \(N\ge3\), and that \(N^2\) times the relative error tends to \(2\pi^2/3\). The value \(\pi ab\) used there is justified by `ellipse_area`, which evaluates the line integral.

The proofs take the same route as the derivation:

- `polygon_area` computes one edge. Its step `hm` removes the wrapped index with the help of `vertex_closed`, and `linear_combination` supplies \(\sin^2+\cos^2=1\). `polygon_area_lt` then applies \(\sin h<h\).
- `nonneg_of_slope` replaces integration: a function differentiable on the whole real line that is zero at the origin and has nonnegative slope for \(x\ge0\) is nonnegative there. `sin_bounds` applies it three times.
- `relDeficit_bounds` first reduces the deficit to \(1-\sin h/h\) (step `hδ`), then divides the sine bounds by \(h\). `relDeficit_limit` is the squeeze.
- `frequency_convergence` cancels the prefactor, and `richardson_area` expresses both areas through their deficits and leaves the interval estimate to `linarith`.

The Onsager relation enters as a definition. It stands for the semiclassical quantization of the orbit area in a magnetic field, which is not derived here. The numbers are real, so rounding is absent, and the samples lie exactly on the ellipse at equal steps of the parameter \(t\), which for \(a\ne b\) are in general equal steps neither of polar angle nor of arc length (the four axis endpoints, \(N=4\), are an exception). Locating the extremal cross-section and treating orbits of other shapes are separate problems.

The sign of the charge matters for "from below". Take \(a=b=\hbar=1\), \(q=-1\) and \(N=4\): the polygon gives \(F=-1/\pi\approx-0.32\), above the exact \(-1/2\). A code that stores the electron charge with its sign should therefore pass its magnitude.

The edge computation also settles a neighbouring case, which the file does not contain: if all phases are shifted by a common offset, \(A_N\) stays the same, because each edge depends only on the phase difference \(h\). The starting point on the ellipse therefore has no influence on the error.
